# An alternating binomial sum equal to the harmonic number

For every natural number $N$, the theorem states that $\sum_{k=0}^{N-1} (-1)^k \binom{N}{k+1}/(k+1)$ equals the harmonic number $1 + 1/2 + \dots + 1/N$, both sides being zero when $N = 0$. This is a purely combinatorial identity over the real numbers, with no physical model or assumption behind it. The proof goes by induction on $N$, using Pascal's rule to split the sum for $N+1$ into the sum for $N$ and a remainder, which must equal $1/(N+1)$. To evaluate that remainder, the attempt multiplies it by $N+1$ and compares it term by term with an alternating sum, `h`, already shown to be 1 from the binomial expansion of $(-1+1)^{N+1}$.

The failing Lean file:

```lean
import Mathlib

open MeasureTheory
open scoped Polynomial

namespace AlternatingSumEqHarmonic

noncomputable section

/-- An alternating binomial sum equals the harmonic number `1 + 1/2 + ... + 1/N`. -/
theorem alternating_sum_eq_harmonic (N : ℕ) :
    ∑ k ∈ Finset.range N, (-1 : ℝ) ^ k * (N.choose (k + 1) : ℝ) / ((k : ℝ) + 1) =
      ∑ k ∈ Finset.range N, 1 / ((k : ℝ) + 1) := by
  induction N with
  | zero => simp
  | succ N ih =>
    -- the binomial expansion of (-1 + 1)^(N+1), without its first term
    have h : ∑ k ∈ Finset.range (N + 1), (-1 : ℝ) ^ k * ((N + 1).choose (k + 1) : ℝ) = 1 := by
      have h := add_pow (-1 : ℝ) 1 (N + 1)
      rw [neg_add_cancel, zero_pow (Nat.succ_ne_zero N), Finset.sum_range_succ'] at h
      simp only [one_pow, mul_one, pow_zero, Nat.choose_zero_right, Nat.cast_one, pow_succ,
        mul_neg, neg_mul, Finset.sum_neg_distrib] at h
      linarith
    have hstep : ∑ k ∈ Finset.range (N + 1), (-1 : ℝ) ^ k * (N.choose k : ℝ) / ((k : ℝ) + 1) =
        1 / ((N : ℝ) + 1) := by
      have hN : (N : ℝ) + 1 ≠ 0 := by positivity
      rw [eq_div_iff hN, Finset.sum_mul, ← h]
      refine Finset.sum_congr rfl fun k _ => ?_
      have hk : (k : ℝ) + 1 ≠ 0 := by positivity
      have hc : ((N : ℝ) + 1) * (N.choose k : ℝ) =
          ((N + 1).choose (k + 1) : ℝ) * ((k : ℝ) + 1) := by
        exact_mod_cast Nat.add_one_mul_choose_eq N k
      rw [div_mul_eq_mul_div, div_eq_iff hk]
      linear_combination (-1 : ℝ) ^ k * hc
    have hlast : ∑ k ∈ Finset.range (N + 1),
        (-1 : ℝ) ^ k * (N.choose (k + 1) : ℝ) / ((k : ℝ) + 1) =
        ∑ k ∈ Finset.range N, (-1 : ℝ) ^ k * (N.choose (k + 1) : ℝ) / ((k : ℝ) + 1) := by
      rw [Finset.sum_range_succ]
      simp
    -- Pascal's rule splits the sum
    rw [Finset.sum_range_succ (fun k : ℕ => 1 / ((k : ℝ) + 1)), ← ih, ← hlast, ← hstep,
      ← Finset.sum_add_distrib]
    refine Finset.sum_congr rfl fun k _ => ?_
    rw [Nat.choose_succ_succ', Nat.cast_add]
    ring

end

end AlternatingSumEqHarmonic
```

The error:

```
Main.lean:33:30: error: Tactic `rewrite` failed: Did not find an occurrence of the pattern
  ?m.316 / (↑k + 1) = ?m.318
in the target expression
  (-∑ k ∈ Finset.range (N + 1), (-1) ^ k * ↑((N + 1).choose (k + 1))) ^ k * ↑(N.choose k) *
        (↑N + ∑ k ∈ Finset.range (N + 1), (-1) ^ k * ↑((N + 1).choose (k + 1))) /
      (↑k + ∑ k ∈ Finset.range (N + 1), (-1) ^ k * ↑((N + 1).choose (k + 1))) =
    (-1) ^ k * ↑((N + 1).choose (k + 1))

N : ℕ
ih : ∑ k ∈ Finset.range N, (-1) ^ k * ↑(N.choose (k + 1)) / (↑k + 1) = ∑ k ∈ Finset.range N, 1 / (↑k + 1)
h : ∑ k ∈ Finset.range (N + 1), (-1) ^ k * ↑((N + 1).choose (k + 1)) = 1
hN : ↑N + 1 ≠ 0
k : ℕ
x✝ : k ∈ Finset.range (N + 1)
hk : ↑k + 1 ≠ 0
hc : (↑N + 1) * ↑(N.choose k) = ↑((N + 1).choose (k + 1)) * (↑k + 1)
⊢ (-∑ k ∈ Finset.range (N + 1), (-1) ^ k * ↑((N + 1).choose (k + 1))) ^ k * ↑(N.choose k) *
        (↑N + ∑ k ∈ Finset.range (N + 1), (-1) ^ k * ↑((N + 1).choose (k + 1))) /
      (↑k + ∑ k ∈ Finset.range (N + 1), (-1) ^ k * ↑((N + 1).choose (k + 1))) =
    (-1) ^ k * ↑((N + 1).choose (k + 1))
```

Cause. The error is reported at `div_eq_iff hk`, but the damage is done earlier, by `← h`. That rewrite was meant to replace the 1 on the right-hand side of the goal by the alternating sum. But `rw` replaces every instance of the pattern, and here the pattern is the real number `1`, which also occurs in `-1`, `(k : ℝ) + 1` and `(N : ℝ) + 1`. All of these were rewritten too, as the printed goal shows. Its denominator is now `↑k` plus a sum, so `div_eq_iff hk`, which looks for a division by `↑k + 1`, finds no match.

The repair drops `← h` from the rewrite and uses `refine Eq.trans ?_ h` instead. Since `h` says that the alternating sum equals 1, it remains to show that the left-hand side equals that sum. Nothing inside the left-hand side is changed, so the denominator is still `↑k + 1` when `div_eq_iff hk` is reached, and the rewrite succeeds.

The change, after which it compiles:

```diff
@@ -25,5 +25,6 @@
         1 / ((N : ℝ) + 1) := by
       have hN : (N : ℝ) + 1 ≠ 0 := by positivity
-      rw [eq_div_iff hN, Finset.sum_mul, ← h]
+      rw [eq_div_iff hN, Finset.sum_mul]
+      refine Eq.trans ?_ h
       refine Finset.sum_congr rfl fun k _ => ?_
       have hk : (k : ℝ) + 1 ≠ 0 := by positivity
```
